# Level-shifted SCF: shifted gaps above half the curvature bound make every nonzero step lower the quadratic energy

A Hartree–Fock calculation with small gaps between occupied and virtual orbitals can oscillate instead of settling. To first order, each cycle mixes occupied and virtual orbitals by an amount inversely proportional to the gap, so a small gap produces a large rotation, which can carry the energy past its minimum and up the other side. A level shift raises the virtual orbitals by a constant and thereby shortens the rotation. How large must the shift be for the energy to go down?

One rotation parameter $x$ already shows the answer. Let the energy change be $gx+\tfrac12Mx^2$, with gradient $g$ and curvature $M$, and let the step be $x=-g/D$, where $D>0$ is the gap plus the shift, scaled to match the normalisation of $g$ and $M$. Then

$$gx+\tfrac12Mx^2=-\left(D-\tfrac M2\right)x^2 .$$

For $g\neq0$ this is negative exactly when $D>M/2$. With many coupled rotations, the same threshold suffices if $M$ bounds the curvature in every direction.

## The quadratic energy and the shifted step

The independent occupied–virtual rotations are labelled by a finite type `n`, so a rotation is a real vector `n → ℝ`, with one component $x_i$ for each occupied–virtual pair.

```lean
import Mathlib

open Matrix Filter Topology

namespace LevelShiftDescent

noncomputable section

variable {n : Type*} [Fintype n]
```

To second order, a rotation $x$ away from the current orbitals changes the energy by

$$q(x)=g\cdot x+\tfrac12x^{\mathsf T}Hx,$$

where $g$ is the orbital gradient and $H$ the orbital Hessian, including the couplings between different rotations. In Lean, `⬝ᵥ` is the dot product and `*ᵥ` applies a matrix to a vector. Since $q(0)=0$, a negative value means that the energy has dropped.

```lean
/-- Second-order energy change `g·x + ½ xᵀHx` for an orbital rotation `x`, with gradient `g`
and Hessian `H`. -/
def modelEnergy (g : n → ℝ) (H : Matrix n n ℝ) (x : n → ℝ) : ℝ :=
  g ⬝ᵥ x + (1 / 2) * (x ⬝ᵥ H *ᵥ x)
```

The level-shifted step replaces the full Hessian by a diagonal one made of the gaps $d_i$ and the shift $b$:

$$x_i=-\frac{g_i}{d_i+b}.$$

The gaps and the shift must be normalised in the same way as $g$ and $H$. For real closed-shell orbitals, where the energy gradient is four times the occupied–virtual Fock element, $d_i$ and $b$ are four times the orbital-energy gap and the shift applied to the virtual levels.

```lean
/-- The level-shifted step `x_i = -g_i / (d_i + b)` with gaps `d` and shift `b`, meant for
`d_i + b ≠ 0`. -/
def levelShiftStep (d : n → ℝ) (b : ℝ) (g : n → ℝ) : n → ℝ :=
  fun i => -g i / (d i + b)
```

Repeating the step from a starting point $x_0$ requires the gradient at each new point. For the quadratic energy with symmetric $H$ this is $g+Hx_k$, so

$$x_{k+1}=x_k+s_k,\qquad (s_k)_i=-\frac{(g+Hx_k)_i}{d_i+b}.$$

The gaps, the shift and the Hessian stay fixed throughout. An actual SCF calculation diagonalises the shifted Fock matrix. This agrees with the step above only to first order in the occupied–virtual Fock elements, and in orbitals chosen so that the occupied–occupied and virtual–virtual blocks of the Fock matrix are diagonal. The calculation also updates the orbital energies from cycle to cycle, and its energy is not quadratic.

```lean
/-- Repeated level-shifted steps from `x₀` on the quadratic energy, with the gradient `g + Hx`
recomputed at each point; meant for `d_i + b ≠ 0`. -/
def levelShiftIterate (d : n → ℝ) (b : ℝ) (g : n → ℝ) (H : Matrix n n ℝ) (x₀ : n → ℝ) :
    ℕ → n → ℝ
  | 0 => x₀
  | k + 1 => levelShiftIterate d b g H x₀ k +
      levelShiftStep d b (g + H *ᵥ levelShiftIterate d b g H x₀ k)
```

## The energy change as a sum of squares

Multiplying the step by its denominator gives the shifted diagonal Newton equation

$$(d_i+b)x_i=-g_i .$$

The proof unfolds the step and clears the nonzero denominator with `field_simp`.

```lean
variable {d g : n → ℝ} {b M : ℝ} {H : Matrix n n ℝ}

omit [Fintype n] in
/-- Where `d_i + b ≠ 0`, the step solves the shifted diagonal Newton equation `(d_i + b) x_i =
-g_i`. -/
theorem shifted_newton_equation (g : n → ℝ) {i : n} (hD : d i + b ≠ 0) :
    (d i + b) * levelShiftStep d b g i = -g i := by
  simp only [levelShiftStep]
  field_simp
```

Multiply this equation by $x_i$ and sum over $i$. The linear part of the energy becomes $g\cdot x=-\sum_i(d_i+b)x_i^2$. Adding and subtracting $\tfrac M2\,x\cdot x$ then gives

$$q(x)=-\sum_i\left(d_i+b-\tfrac M2\right)x_i^2-\tfrac12\left(Mx\cdot x-x^{\mathsf T}Hx\right).$$

This is an identity for any real $M$; no curvature bound has been used yet.

```lean
/-- The energy change of the step is `-∑ (d_i + b - M/2) x_i²` minus half the difference
between `M x·x` and `xᵀHx`. -/
theorem modelEnergy_step_eq (g : n → ℝ) (H : Matrix n n ℝ) (M : ℝ)
    (hD : ∀ i, d i + b ≠ 0) :
    modelEnergy g H (levelShiftStep d b g) =
      -∑ i, (d i + b - M / 2) * levelShiftStep d b g i ^ 2
      - (1 / 2) * (M * (levelShiftStep d b g ⬝ᵥ levelShiftStep d b g)
        - levelShiftStep d b g ⬝ᵥ H *ᵥ levelShiftStep d b g) := by
  -- collect the linear term and the bound `M` into one sum over coordinates
  have h : ∑ i, (d i + b - M / 2) * levelShiftStep d b g i ^ 2 =
      -(g ⬝ᵥ levelShiftStep d b g)
        - M / 2 * (levelShiftStep d b g ⬝ᵥ levelShiftStep d b g) := by
    rw [dotProduct, dotProduct, Finset.mul_sum, ← Finset.sum_neg_distrib,
      ← Finset.sum_sub_distrib]
    refine Finset.sum_congr rfl fun i _ => ?_
    linear_combination levelShiftStep d b g i * shifted_newton_equation g (hD i)
  rw [h, modelEnergy]
  ring
```

The proof turns on the tactic `linear_combination`. After the sums have been merged, the goal for each coordinate is

$$\left(d_i+b-\tfrac M2\right)x_i^2=-g_ix_i-\tfrac M2x_i^2 .$$

The tactic is given the Newton equation with coefficient $x_i$. It subtracts that multiple of the equation from the goal and leaves `ring` to verify that nothing remains. Here the difference between the two sides of the goal is $x_i\left[(d_i+b)x_i+g_i\right]$, which is exactly $x_i$ times the difference between the two sides of the Newton equation. The quotient defining $x_i$ never has to be expanded: the algebra uses only the equation that the step satisfies, just as the derivation by hand does.

## Descent from a curvature bound

Now suppose that $x^{\mathsf T}Hx\le M\,x\cdot x$ for every $x$. The last bracket in the identity is then nonnegative, and

$$q(x)\le-\sum_i\left(d_i+b-\tfrac M2\right)x_i^2 .$$

In the proof, `linarith` combines the identity with the bound evaluated at the step itself.

```lean
/-- If `xᵀHx ≤ M x·x` for all `x`, the step lowers the quadratic energy by at least
`∑ (d_i + b - M/2) x_i²`. -/
theorem modelEnergy_step_le (g : n → ℝ) (hH : ∀ x, x ⬝ᵥ H *ᵥ x ≤ M * (x ⬝ᵥ x))
    (hD : ∀ i, d i + b ≠ 0) :
    modelEnergy g H (levelShiftStep d b g) ≤
      -∑ i, (d i + b - M / 2) * levelShiftStep d b g i ^ 2 := by
  rw [modelEnergy_step_eq g H M hD]
  linarith [hH (levelShiftStep d b g)]
```

If every $d_i+b$ exceeds $M/2$, all the coefficients in this sum are positive. A nonzero gradient has some component $g_i\neq0$, and the Newton equation then forces $x_i\neq0$. One term is strictly positive and the others are nonnegative, so $q(x)<0$.

In `levelShiftStep_descent`, `hH` is the curvature bound, `hd` and `hb` state that the gaps are positive and the shift is nonnegative, `hM` is the threshold, and `hg` says that the orbitals are not already stationary. For symmetric $H$, the bound says that no Hessian eigenvalue exceeds $M$. This is where the two-electron couplings enter; the bound is assumed, not derived from integrals. Symmetry itself is not required for this theorem, and the signs of the gaps and the shift serve only to keep the denominators nonzero.

The proof picks the nonzero component with `Function.ne_iff` and obtains the positive sum from `Finset.sum_pos'`, which asks for nonnegative terms and one positive term.

```lean
/-- With positive gaps, a nonnegative shift, curvature at most `M` and every shifted gap (gap plus
shift) above `M/2`, the level-shifted step strictly lowers the quadratic energy for every nonzero
gradient. -/
theorem levelShiftStep_descent (hH : ∀ x, x ⬝ᵥ H *ᵥ x ≤ M * (x ⬝ᵥ x))
    (hd : ∀ i, 0 < d i) (hb : 0 ≤ b) (hM : ∀ i, M / 2 < d i + b) (hg : g ≠ 0) :
    modelEnergy g H (levelShiftStep d b g) < 0 := by
  have hD : ∀ i, d i + b ≠ 0 := fun i => (add_pos_of_pos_of_nonneg (hd i) hb).ne'
  obtain ⟨i, hi⟩ := Function.ne_iff.1 hg
  -- a nonzero gradient component gives a nonzero step component
  have hs : levelShiftStep d b g i ≠ 0 := by
    intro h0
    have h := shifted_newton_equation g (hD i)
    rw [h0, mul_zero] at h
    exact hi (neg_eq_zero.1 h.symm)
  have hpos : 0 < ∑ j, (d j + b - M / 2) * levelShiftStep d b g j ^ 2 :=
    Finset.sum_pos' (fun j _ => mul_nonneg (sub_pos.2 (hM j)).le (sq_nonneg _))
      ⟨i, Finset.mem_univ i, mul_pos (sub_pos.2 (hM i)) (pow_pos_of_ne hs)⟩
  linarith [modelEnergy_step_le g hH hD]
where
  pow_pos_of_ne {a : ℝ} (h : a ≠ 0) : 0 < a ^ 2 := by positivity
```

For SCF practice, this gives a sufficient size for the level shift once a curvature bound is known, within a quadratic model of the energy.

## Why the threshold is half the curvature

Knowing only $M$, one cannot lower the threshold. Take the uniform Hessian $H=M\mathbf 1$, for which $x^{\mathsf T}Hx=M\,x\cdot x$ and the bound is an equality. The energy change is then exactly

$$q(x)=-\sum_j\left(d_j+b-\tfrac M2\right)x_j^2 .$$

Suppose that $d_i+b\le M/2$ for some $i$, and choose the gradient with $g_i=1$ and all other components zero. Only $x_i=-1/(d_i+b)$ survives, so

$$q(x)=-\frac{d_i+b-M/2}{(d_i+b)^2}\ge0,$$

and the step fails to lower the energy. For this Hessian, descent for every nonzero gradient is therefore equivalent to the threshold condition. A particular Hessian with less curvature in some directions may tolerate a smaller shift.

The Lean proof obtains one direction from the descent theorem. For the other, `Pi.single i 1` is the gradient along coordinate $i$; `Finset.sum_nonpos` shows that the sum is at most zero, which contradicts the assumed descent.

```lean
/-- For positive gaps, a nonnegative shift and the uniform Hessian `M·1`, the step lowers the
quadratic energy for every nonzero gradient exactly when all shifted gaps exceed `M/2`. -/
theorem descent_iff_of_uniform_hessian [DecidableEq n] (hd : ∀ i, 0 < d i) (hb : 0 ≤ b) :
    (∀ g : n → ℝ, g ≠ 0 →
      modelEnergy g (M • (1 : Matrix n n ℝ)) (levelShiftStep d b g) < 0) ↔
      ∀ i, M / 2 < d i + b := by
  have hD : ∀ i, d i + b ≠ 0 := fun i => (add_pos_of_pos_of_nonneg (hd i) hb).ne'
  have hq : ∀ x : n → ℝ, x ⬝ᵥ (M • (1 : Matrix n n ℝ)) *ᵥ x = M * (x ⬝ᵥ x) := by
    intro x
    rw [Matrix.smul_mulVec, Matrix.one_mulVec, dotProduct_smul, smul_eq_mul]
  refine ⟨fun h i => ?_, fun hM g hg =>
    levelShiftStep_descent (fun x => (hq x).le) hd hb hM hg⟩
  by_contra hi
  -- a gradient along coordinate `i` alone would not give descent
  have h1 := h (Pi.single i 1) (by simp)
  rw [modelEnergy_step_eq _ _ M hD, hq] at h1
  have h2 : ∑ j, (d j + b - M / 2) * levelShiftStep d b (Pi.single i 1) j ^ 2 ≤ 0 := by
    refine Finset.sum_nonpos fun j _ => ?_
    by_cases hj : j = i
    · subst hj
      exact mul_nonpos_of_nonpos_of_nonneg (by linarith) (sq_nonneg _)
    · simp [levelShiftStep, hj]
  linarith
```

## Repeating the step

To apply the one-step result again after moving to $x$, expand the energy about the new point. For a further displacement $s$,

$$q(x+s)=g\cdot x+g\cdot s+\tfrac12\left(x^{\mathsf T}Hx+x^{\mathsf T}Hs+s^{\mathsf T}Hx+s^{\mathsf T}Hs\right).$$

When $H$ is symmetric, the two mixed terms are equal and together contribute $(Hx)\cdot s$. Hence

$$q(x+s)=q(x)+(g+Hx)\cdot s+\tfrac12s^{\mathsf T}Hs .$$

The last two terms form the same quadratic model with $g$ replaced by $g+Hx$. The hypothesis `H.IsSymm` enters through `hsym`, the equality of the mixed terms.

```lean
/-- For a symmetric Hessian the quadratic energy re-expands exactly about any point `x`, with
gradient `g + Hx`. -/
theorem modelEnergy_add (hS : H.IsSymm) (g x s : n → ℝ) :
    modelEnergy g H (x + s) = modelEnergy g H x + modelEnergy (g + H *ᵥ x) H s := by
  have hsym : x ⬝ᵥ H *ᵥ s = s ⬝ᵥ H *ᵥ x := by
    rw [Matrix.dotProduct_mulVec, ← Matrix.mulVec_transpose, hS.eq, dotProduct_comm]
  simp only [modelEnergy, Matrix.mulVec_add, dotProduct_add, add_dotProduct]
  rw [hsym, dotProduct_comm (H *ᵥ x) s]
  ring
```

Set $x=x_k$ and $s=s_k$. If the current gradient $g+Hx_k$ is nonzero, the descent theorem makes the added energy negative, so $q(x_{k+1})<q(x_k)$. The Lean proof rewrites the new energy with `modelEnergy_add` and applies `levelShiftStep_descent` to the current gradient.

```lean
/-- For a symmetric Hessian with curvature at most `M`, positive gaps, a nonnegative shift and every
shifted gap above `M/2`, each level-shifted iteration strictly lowers the quadratic energy as long
as the current gradient is nonzero. -/
theorem iterate_energy_lt (hS : H.IsSymm) (hH : ∀ x, x ⬝ᵥ H *ᵥ x ≤ M * (x ⬝ᵥ x))
    (hd : ∀ i, 0 < d i) (hb : 0 ≤ b) (hM : ∀ i, M / 2 < d i + b) (x₀ : n → ℝ) (k : ℕ)
    (hk : g + H *ᵥ levelShiftIterate d b g H x₀ k ≠ 0) :
    modelEnergy g H (levelShiftIterate d b g H x₀ (k + 1)) <
      modelEnergy g H (levelShiftIterate d b g H x₀ k) := by
  rw [levelShiftIterate, modelEnergy_add hS]
  linarith [levelShiftStep_descent hH hd hb hM hk]
```

## The gradient tends to zero

A falling energy does not by itself show that the gradient vanishes; the size of each drop matters. Write $r_k=g+Hx_k$ for the gradient and $E_k=q(x_k)$ for the energy. The re-expansion and the one-step bound give

$$E_k-E_{k+1}\ge\sum_i\left(d_i+b-\tfrac M2\right)(s_k)_i^2\ge0 .$$

Assume that $q$ is bounded below by some $E_0$. The energies $E_k$ then decrease to a limit, and their successive differences tend to zero. Since each term of the sum is at most the whole sum,

$$0\le(s_k)_i^2\le\frac{E_k-E_{k+1}}{d_i+b-M/2}\longrightarrow0 .$$

Thus $(s_k)_i\to0$, and the Newton equation gives $(r_k)_i=-(d_i+b)(s_k)_i\to0$ for every $i$.

The lower bound, `hlow`, is a condition on the quadratic model. It rules out any direction of negative curvature, and any direction of zero curvature along which the energy has a nonzero slope. In either case the model energy would fall without limit, even though the true Hartree–Fock energy would not. The conclusion concerns the gradient and gives no rate of convergence.

In the proof, `hdrop` is the bound on the energy drop, and `tendsto_atTop_ciInf` supplies the limit of the decreasing energies. Subtracting the same sequence shifted by one gives `hdiff`. The lemma `tendsto_pi_nhds` reduces convergence of the gradient vector to its components, `squeeze_zero` carries out the comparison above, and a square root passes from $(s_k)_i^2$ to $(s_k)_i$. The final `linear_combination` uses the Newton equation once more, this time to recover the gradient from the step.

```lean
/-- Let the Hessian be symmetric with curvature at most `M`, the gaps positive, the shift
nonnegative and every shifted gap above `M/2`. If the quadratic energy is bounded below, the
gradient along the level-shifted iteration tends to zero from any starting point. -/
theorem iterate_gradient_tendsto_zero (hS : H.IsSymm)
    (hH : ∀ x, x ⬝ᵥ H *ᵥ x ≤ M * (x ⬝ᵥ x)) (hd : ∀ i, 0 < d i) (hb : 0 ≤ b)
    (hM : ∀ i, M / 2 < d i + b) {E₀ : ℝ} (hlow : ∀ x, E₀ ≤ modelEnergy g H x)
    (x₀ : n → ℝ) :
    Tendsto (fun k => g + H *ᵥ levelShiftIterate d b g H x₀ k) atTop (𝓝 0) := by
  have hD : ∀ i, d i + b ≠ 0 := fun i => (add_pos_of_pos_of_nonneg (hd i) hb).ne'
  let r : ℕ → n → ℝ := fun k => g + H *ᵥ levelShiftIterate d b g H x₀ k
  let E : ℕ → ℝ := fun k => modelEnergy g H (levelShiftIterate d b g H x₀ k)
  have hnn : ∀ k, ∀ i ∈ Finset.univ,
      0 ≤ (d i + b - M / 2) * levelShiftStep d b (r k) i ^ 2 :=
    fun k i _ => mul_nonneg (sub_pos.2 (hM i)).le (sq_nonneg _)
  have hdrop : ∀ k, ∑ i, (d i + b - M / 2) * levelShiftStep d b (r k) i ^ 2
      ≤ E k - E (k + 1) := by
    intro k
    have h1 : E (k + 1) = E k + modelEnergy (r k) H (levelShiftStep d b (r k)) :=
      modelEnergy_add hS _ _ _
    linarith [modelEnergy_step_le (r k) hH hD]
  -- the energies decrease to a limit, so their successive differences vanish
  have hanti : Antitone E := antitone_nat_of_succ_le fun k => by
    linarith [hdrop k, Finset.sum_nonneg (hnn k)]
  have hL := tendsto_atTop_ciInf hanti ⟨E₀, by rintro _ ⟨k, rfl⟩; exact hlow _⟩
  have hdiff : Tendsto (fun k => E k - E (k + 1)) atTop (𝓝 0) := by
    have h := hL.sub (hL.comp (tendsto_add_atTop_nat 1))
    rw [sub_self] at h
    exact h
  refine tendsto_pi_nhds.2 fun i => ?_
  change Tendsto (fun k => r k i) atTop (𝓝 0)
  -- the energy drop controls each squared step component
  have hsq : Tendsto (fun k => levelShiftStep d b (r k) i ^ 2) atTop (𝓝 0) := by
    have h := hdiff.div_const (d i + b - M / 2)
    rw [zero_div] at h
    refine squeeze_zero (fun k => sq_nonneg _) (fun k => ?_) h
    rw [le_div_iff₀ (sub_pos.2 (hM i)), mul_comm]
    exact (Finset.single_le_sum (hnn k) (Finset.mem_univ i)).trans (hdrop k)
  have hs : Tendsto (fun k => levelShiftStep d b (r k) i) atTop (𝓝 0) := by
    have h := hsq.sqrt
    rw [Real.sqrt_zero] at h
    refine squeeze_zero_norm (fun k => ?_) h
    rw [Real.sqrt_sq_eq_abs, Real.norm_eq_abs]
  have h := hs.const_mul (-(d i + b))
  rw [mul_zero] at h
  exact h.congr fun k => by
    linear_combination -shifted_newton_equation (r k) (hD i)

end

end LevelShiftDescent
```

```lean
#print axioms LevelShiftDescent.levelShiftStep_descent
#print axioms LevelShiftDescent.descent_iff_of_uniform_hessian
#print axioms LevelShiftDescent.iterate_energy_lt
#print axioms LevelShiftDescent.iterate_gradient_tendsto_zero
```

```
'LevelShiftDescent.levelShiftStep_descent' depends on axioms: [propext, Classical.choice, Quot.sound]
'LevelShiftDescent.descent_iff_of_uniform_hessian' depends on axioms: [propext, Classical.choice, Quot.sound]
'LevelShiftDescent.iterate_energy_lt' depends on axioms: [propext, Classical.choice, Quot.sound]
'LevelShiftDescent.iterate_gradient_tendsto_zero' depends on axioms: [propext, Classical.choice, Quot.sound]
```
